# Density interactions drop out of the symmetric twist response operator of lattice fermions

The creation and annihilation operators are elements $c_p$ and $a_p$ of an arbitrary complex algebra `A`, not matrices on a chosen Fock space. All that is assumed of them is the hypothesis `IsCAR c a`, the anticommutation relations

$$a_pc_q+c_qa_p=\delta_{pq},\qquad c_pc_q+c_qc_p=0,\qquad a_pa_q+a_qa_p=0 .$$

There is no adjoint, so $a_p=c_p^\dagger$ is not required. The modes are $p=0,\dots,M-1$ (`Fin M`); a mode may be a site or a site with spin.

```lean
import Mathlib

open Matrix

namespace FermionTwist

noncomputable section

variable {M : ℕ} {A : Type*} [Ring A] [Algebra ℂ A]

/-- The canonical anticommutation relations for creation operators `c p` and
annihilation operators `a p` of `M` fermionic modes. -/
structure IsCAR (c a : Fin M → A) : Prop where
  ac : ∀ p q, a p * c q + c q * a p = if p = q then 1 else 0
  cc : ∀ p q, c p * c q + c q * c p = 0
  aa : ∀ p q, a p * a q + a q * a p = 0
```

Write $n_p=c_pa_p$ for the occupation number.

```lean
/-- The occupation number operator `n_p = c_p a_p`. -/
def number (c a : Fin M → A) (p : Fin M) : A := c p * a p
```

For real angles $t_p$, let $u_p(t)=1+(e^{it_p}-1)n_p$. The twist is the ordered product $U(t)=u_0(t)\cdots u_{M-1}(t)$.

```lean
/-- The one-mode twist `1 + (exp(i t_p) - 1) n_p`. -/
def modeTwist (c a : Fin M → A) (t : Fin M → ℝ) (p : Fin M) : A :=
  1 + (Complex.exp (Complex.I * (t p : ℂ)) - 1) • number c a p

/-- The twist operator `U`, the product of the one-mode twists over all modes. -/
def twist (c a : Fin M → A) (t : Fin M → ℝ) : A :=
  ((List.finRange M).map (modeTwist c a t)).prod
```

The Hamiltonian is $H=\sum_{pq}T_{pq}c_pa_q+\sum_{pq}V_{pq}n_pn_q$, with arbitrary complex $T$ and $V$; hermiticity is not needed.

```lean
/-- The hopping operator `∑ T_pq c_p a_q`. -/
def hopping (c a : Fin M → A) (T : Fin M → Fin M → ℂ) : A :=
  ∑ p, ∑ q, T p q • (c p * a q)

/-- The density-density interaction `∑ V_pq n_p n_q`. -/
def interaction (c a : Fin M → A) (V : Fin M → Fin M → ℂ) : A :=
  ∑ p, ∑ q, V p q • (number c a p * number c a q)

/-- The lattice Hamiltonian: hopping plus density-density interaction. -/
def hamiltonian (c a : Fin M → A) (T V : Fin M → Fin M → ℂ) : A :=
  hopping c a T + interaction c a V
```

## (a) Number operators past ladder operators

Show that
$$n_rc_p=c_pn_r+\delta_{rp}c_p,\qquad a_pn_r=n_ra_p+\delta_{rp}a_p .$$

Anticommute twice:
$$c_ra_rc_p=c_r(\delta_{rp}-c_pa_r)=\delta_{rp}c_p+c_pc_ra_r,$$
$$a_pc_ra_r=(\delta_{rp}-c_ra_p)a_r=\delta_{rp}a_p+c_ra_ra_p .$$
The Lean proof states each product in terms of anticommutators, checks that identity with `noncomm_ring`, and then inserts the values of the anticommutators.

```lean
variable {c a : Fin M → A}

omit [Algebra ℂ A] in
/-- Moving `n_r` through `c_p`, or `a_p` through `n_r`, leaves one extra ladder operator
when the modes coincide. -/
theorem number_ladder (car : IsCAR c a) (r p : Fin M) :
    number c a r * c p = c p * number c a r + (if r = p then c p else 0) ∧
    a p * number c a r = number c a r * a p + (if r = p then a p else 0) := by
  constructor
  · calc number c a r * c p = c p * number c a r + c r * (a r * c p + c p * a r)
          - (c r * c p + c p * c r) * a r := by unfold number; noncomm_ring
      _ = _ := by
        rw [car.ac, car.cc]
        by_cases e : r = p <;> simp [e]
  · calc a p * number c a r = number c a r * a p + (a p * c r + c r * a p) * a r
          - c r * (a p * a r + a r * a p) := by unfold number; noncomm_ring
      _ = _ := by
        rw [car.ac, car.aa]
        by_cases e : r = p
        · simp [e]
        · simp [e, Ne.symm e]
```

## (b) Pauli exclusion

Show that $c_pn_p=0$ and $n_pa_p=0$.

Equal indices give $2c_p^2=0$ and $2a_p^2=0$. Dividing by 2, which is the step `half`, gives $c_pn_p=c_p^2a_p=0$ and $n_pa_p=c_pa_p^2=0$.

```lean
/-- Pauli exclusion in the form `c_p n_p = 0` and `n_p a_p = 0`. -/
theorem number_exclusion (car : IsCAR c a) (p : Fin M) :
    c p * number c a p = 0 ∧ number c a p * a p = 0 := by
  have half : ∀ x : A, x + x = 0 → x = 0 := fun x hx => by
    calc x = (1 / 2 : ℂ) • (x + x) := by module
      _ = 0 := by rw [hx, smul_zero]
  constructor
  · rw [number, ← mul_assoc, half _ (car.cc p p), zero_mul]
  · rw [number, mul_assoc, half _ (car.aa p p), mul_zero]
```

## (c) Number operators and products of twists

Show that $n_p$ commutes with $u_{r_1}(t)\cdots u_{r_k}(t)$ for any list of modes.

By (a),
$$n_pn_r=(n_pc_r)a_r=c_rn_pa_r+\delta_{pr}n_r,\qquad c_rn_pa_r=c_ra_rn_p-\delta_{pr}n_r,$$
so $n_pn_r=n_rn_p$. Hence $n_p$ commutes with each factor and, by induction on the list, with the product.

```lean
/-- Each number operator commutes with any product of one-mode twists. -/
theorem number_commute_twist (car : IsCAR c a) (t : Fin M → ℝ) (p : Fin M)
    (l : List (Fin M)) : Commute (number c a p) (l.map (modeTwist c a t)).prod := by
  have hn : ∀ r, Commute (number c a p) (number c a r) := fun r => by
    calc number c a p * number c a r = (number c a p * c r) * a r := by
          simp only [number, mul_assoc]
      _ = c r * (a r * number c a p) := by
          rw [(number_ladder car p r).1, (number_ladder car p r).2]
          split_ifs <;> noncomm_ring
      _ = number c a r * number c a p := by simp only [number, mul_assoc]
  induction l with
  | nil => simp
  | cons r l ih =>
    rw [List.map_cons, List.prod_cons]
    exact ((Commute.one_right _).add_right ((hn r).smul_right _)).mul_right ih
```

## (d) One factor past a ladder operator

Let $z_{rp}=e^{it_p}$ if $r=p$ and $z_{rp}=1$ otherwise. Show that
$$u_rc_p=z_{rp}\,c_pu_r,\qquad a_pu_r=z_{rp}\,u_ra_p .$$

For $r\neq p$, (a) says that $n_r$, and hence $u_r$, commutes with $c_p$ and $a_p$. For $r=p$, (a) and (b) give $n_pc_p=c_p$ and $a_pn_p=a_p$. Thus $u_pc_p=e^{it_p}c_p$ while $c_pu_p=c_p$, and $a_pu_p=e^{it_p}a_p$ while $u_pa_p=a_p$. The Lean proof makes the same case split.

```lean
/-- A one-mode twist passes through the ladder operators of other modes unchanged and
picks up the phase `exp(i t_p)` on its own mode. -/
theorem modeTwist_exchange (car : IsCAR c a) (t : Fin M → ℝ) (r p : Fin M) :
    modeTwist c a t r * c p = (if r = p then Complex.exp (Complex.I * (t p : ℂ)) else 1) •
      (c p * modeTwist c a t r) ∧
    a p * modeTwist c a t r = (if r = p then Complex.exp (Complex.I * (t p : ℂ)) else 1) •
      (modeTwist c a t r * a p) := by
  obtain ⟨h1, h2⟩ := number_ladder car r p
  by_cases e : r = p
  · subst e
    obtain ⟨z1, z2⟩ := number_exclusion car r
    rw [if_pos rfl, z1, zero_add] at h1
    rw [if_pos rfl, z2, zero_add] at h2
    simp only [modeTwist, add_mul, mul_add, one_mul, mul_one, smul_mul_assoc,
      mul_smul_comm, h1, h2, z1, z2, smul_zero, add_zero, if_true]
    constructor <;> module
  · rw [if_neg e, add_zero] at h1 h2
    simp only [modeTwist, add_mul, mul_add, one_mul, mul_one, smul_mul_assoc,
      mul_smul_comm, h1, h2, if_neg e, one_smul, and_self]
```

## (e) The full twist past a ladder operator

Show that $Uc_p=e^{it_p}c_pU$ and $a_pU=e^{it_p}Ua_p$.

Apply (d) factor by factor. Mode $p$ occurs exactly once in $U$, so exactly one phase appears. The induction `key` runs over lists without repetition and attaches the phase only if $p$ is in the list.

```lean
/-- The full twist satisfies `U c_p = exp(i t_p) c_p U` and `a_p U = exp(i t_p) U a_p`. -/
theorem twist_exchange (car : IsCAR c a) (t : Fin M → ℝ) (p : Fin M) :
    twist c a t * c p = Complex.exp (Complex.I * (t p : ℂ)) • (c p * twist c a t) ∧
    a p * twist c a t = Complex.exp (Complex.I * (t p : ℂ)) • (twist c a t * a p) := by
  -- over a list without repetition the phase appears exactly when `p` is listed
  have key : ∀ l : List (Fin M), l.Nodup →
      (l.map (modeTwist c a t)).prod * c p =
        (if p ∈ l then Complex.exp (Complex.I * (t p : ℂ)) else 1) •
          (c p * (l.map (modeTwist c a t)).prod) ∧
      a p * (l.map (modeTwist c a t)).prod =
        (if p ∈ l then Complex.exp (Complex.I * (t p : ℂ)) else 1) •
          ((l.map (modeTwist c a t)).prod * a p) := by
    intro l
    induction l with
    | nil => intro _; simp
    | cons r l ih =>
      intro hl
      obtain ⟨hnot, hl'⟩ := List.nodup_cons.mp hl
      obtain ⟨i1, i2⟩ := ih hl'
      obtain ⟨f1, f2⟩ := modeTwist_exchange car t r p
      have hs : (if p ∈ l then Complex.exp (Complex.I * (t p : ℂ)) else 1) *
          (if r = p then Complex.exp (Complex.I * (t p : ℂ)) else 1) =
          if p ∈ r :: l then Complex.exp (Complex.I * (t p : ℂ)) else 1 := by
        by_cases hr : r = p
        · rw [hr] at hnot
          simp [hr, hnot]
        · simp [hr, Ne.symm hr]
      rw [List.map_cons, List.prod_cons]
      constructor
      · rw [mul_assoc, i1, mul_smul_comm, ← mul_assoc, f1, smul_mul_assoc, smul_smul,
          mul_assoc, hs]
      · rw [← mul_assoc, f2, smul_mul_assoc, mul_assoc, i2, mul_smul_comm, smul_smul,
          ← mul_assoc, (mul_comm _ _).trans hs]
  simpa [twist] using key (List.finRange M) (List.nodup_finRange M)
```

## (f) The inverse twist

Show that $U(t)U(-t)=1$.

Multiplying $n_rc_r=c_r$ by $a_r$ gives $n_r^2=n_r$. With $z=e^{it_r}$ and $w=e^{-it_r}$,
$$u_r(t)u_r(-t)=1+\big[(z-1)+(w-1)+(z-1)(w-1)\big]n_r=1+(zw-1)n_r=1 .$$
By (c), each $u_r(-t)$ can be moved next to its partner $u_r(t)$, and the pairs cancel.

```lean
/-- Twisting by the angles `-t_p` and then by `t_p` gives the identity. -/
theorem twist_mul_neg (car : IsCAR c a) (t : Fin M → ℝ) :
    twist c a t * twist c a (-t) = 1 := by
  have one : ∀ r, modeTwist c a t r * modeTwist c a (-t) r = 1 := fun r => by
    have hc : number c a r * c r = c r := by
      simpa [(number_exclusion car r).1] using (number_ladder car r r).1
    have hn : number c a r * number c a r = number c a r := by
      calc number c a r * number c a r = (number c a r * c r) * a r := by
            simp only [number, mul_assoc]
        _ = number c a r := by rw [hc, number]
    have hz : Complex.exp (Complex.I * (t r : ℂ)) *
        Complex.exp (Complex.I * ((-t) r : ℝ)) = 1 := by
      rw [← Complex.exp_add]
      simp
    unfold modeTwist
    generalize Complex.exp (Complex.I * (t r : ℂ)) = z at hz ⊢
    generalize Complex.exp (Complex.I * ((-t) r : ℝ)) = w at hz ⊢
    simp only [add_mul, mul_add, one_mul, mul_one, smul_mul_assoc, mul_smul_comm, hn]
    calc _ = 1 + (z * w - 1) • number c a r := by module
      _ = 1 := by rw [hz, sub_self, zero_smul, add_zero]
  have key : ∀ l : List (Fin M),
      (l.map (modeTwist c a t)).prod * (l.map (modeTwist c a (-t))).prod = 1 := by
    intro l
    induction l with
    | nil => simp
    | cons r l ih =>
      have hc : Commute (modeTwist c a (-t) r) (l.map (modeTwist c a t)).prod :=
        (Commute.one_left _).add_left ((number_commute_twist car t r l).smul_left _)
      rw [List.map_cons, List.prod_cons, List.map_cons, List.prod_cons, mul_assoc,
        ← mul_assoc _ (modeTwist c a (-t) r), ← hc.eq, mul_assoc, ih, mul_one, one r]
  exact key _
```

Using this for $t$ and $-t$ gives a two-sided inverse, so `twistUnit` makes $U$ an invertible element with $U^{-1}=U(-t)$.

```lean
/-- The twist operator as an invertible element of the algebra. -/
def twistUnit (car : IsCAR c a) (t : Fin M → ℝ) : Aˣ where
  val := twist c a t
  inv := twist c a (-t)
  val_inv := twist_mul_neg car t
  inv_val := by simpa using twist_mul_neg car (-t)
```

## (g) Conjugating the Hamiltonian

Show that
$$UHU^{-1}=\sum_{pq}T_{pq}e^{i(t_p-t_q)}c_pa_q+\sum_{pq}V_{pq}n_pn_q .$$

By (e), used for $t$ and for $-t$,
$$Uc_pa_qU^{-1}=e^{it_p}e^{-it_q}c_pUU^{-1}a_q=e^{i(t_p-t_q)}c_pa_q .$$
By (c), $n_pn_q$ commutes with $U$ and is unchanged. These are the steps `hop` and `int`; linearity does the rest.

```lean
/-- Conjugation by the twist multiplies each hopping amplitude `T_pq` by
`exp(i (t_p - t_q))` and leaves the interaction unchanged. -/
theorem twist_conj_hamiltonian (car : IsCAR c a) (t : Fin M → ℝ)
    (T V : Fin M → Fin M → ℂ) :
    twist c a t * hamiltonian c a T V * twist c a (-t) =
      hopping c a (fun p q => T p q * Complex.exp (Complex.I * ((t p : ℂ) - (t q : ℂ)))) +
        interaction c a V := by
  have hU := twist_mul_neg car t
  have hop : ∀ p q, twist c a t * (c p * a q) * twist c a (-t) =
      Complex.exp (Complex.I * ((t p : ℂ) - (t q : ℂ))) • (c p * a q) := fun p q => by
    have he : Complex.exp (Complex.I * (t p : ℂ)) * Complex.exp (Complex.I * ((-t) q : ℝ)) =
        Complex.exp (Complex.I * ((t p : ℂ) - (t q : ℂ))) := by
      rw [← Complex.exp_add]
      congr 1
      simp only [Pi.neg_apply, Complex.ofReal_neg]
      ring
    calc _ = (twist c a t * c p) * (a q * twist c a (-t)) := by simp only [mul_assoc]
      _ = Complex.exp (Complex.I * ((t p : ℂ) - (t q : ℂ))) •
          (c p * (twist c a t * twist c a (-t)) * a q) := by
        rw [(twist_exchange car t p).1, (twist_exchange car (-t) q).2,
          smul_mul_smul_comm, he]
        simp only [mul_assoc]
      _ = _ := by rw [hU, mul_one]
  have int : ∀ p q, twist c a t * (number c a p * number c a q) * twist c a (-t) =
      number c a p * number c a q := fun p q => by
    have hc : Commute (number c a p * number c a q) (twist c a t) :=
      (number_commute_twist car t p _).mul_left (number_commute_twist car t q _)
    rw [← hc.eq, mul_assoc, hU, mul_one]
  simp only [hamiltonian, hopping, interaction, mul_add, add_mul, Finset.mul_sum,
    Finset.sum_mul, mul_smul_comm, smul_mul_assoc, hop, int, smul_smul]
```

## (h) Two opposite twists

Show that
$$UHU^{-1}+U^{-1}HU-2H=2\sum_{pq}T_{pq}\big(\cos(t_p-t_q)-1\big)c_pa_q .$$

Add (g) to its version with $-t$. The interaction cancels, since $V_{pq}+V_{pq}-2V_{pq}=0$. Each hopping term keeps the factor $e^{ix}+e^{-ix}-2=2(\cos x-1)$ with $x=t_p-t_q$; Lean takes this from `Complex.two_cos`.

If moreover $a_p=c_p^\dagger$ and $H$ is Hermitian, the expectation value of this operator in a normalised ground state $\psi$ is the summed energy cost of the two trial states $U^{-1}\psi$ and $U\psi$. It is determined by $T$, $t$ and the correlations $\langle c_pa_q\rangle$ in $\psi$. The interaction can still affect its value, but only through the ground state.

```lean
/-- The symmetric twist response `U H U⁻¹ + U⁻¹ H U - 2H` equals
`2 ∑ T_pq (cos(t_p - t_q) - 1) c_p a_q`. -/
theorem twist_second_difference (car : IsCAR c a) (t : Fin M → ℝ)
    (T V : Fin M → Fin M → ℂ) :
    (twistUnit car t : A) * hamiltonian c a T V * ((twistUnit car t)⁻¹ : Aˣ) +
      ((twistUnit car t)⁻¹ : Aˣ) * hamiltonian c a T V * (twistUnit car t : A) -
      (2 : ℂ) • hamiltonian c a T V =
    (2 : ℂ) • hopping c a (fun p q => T p q * ((Real.cos (t p - t q) : ℂ) - 1)) := by
  change twist c a t * hamiltonian c a T V * twist c a (-t) +
    twist c a (-t) * hamiltonian c a T V * twist c a t - _ = _
  have h2 := twist_conj_hamiltonian car (-t) T V
  rw [neg_neg] at h2
  rw [twist_conj_hamiltonian car t T V, h2, hamiltonian]
  -- opposite phases add up to a cosine
  have key : hopping c a (fun p q =>
        T p q * Complex.exp (Complex.I * ((t p : ℂ) - (t q : ℂ)))) +
      hopping c a (fun p q =>
        T p q * Complex.exp (Complex.I * (((-t) p : ℝ) - ((-t) q : ℝ)))) =
      (2 : ℂ) • hopping c a T +
      (2 : ℂ) • hopping c a (fun p q => T p q * ((Real.cos (t p - t q) : ℂ) - 1)) := by
    simp only [hopping, Finset.smul_sum, ← Finset.sum_add_distrib, smul_smul, ← add_smul]
    refine Finset.sum_congr rfl fun p _ => Finset.sum_congr rfl fun q _ => ?_
    congr 1
    have e1 : Complex.I * ((t p : ℂ) - (t q : ℂ)) = ((t p : ℂ) - t q) * Complex.I := by ring
    have e2 : Complex.I * (((-t) p : ℝ) - ((-t) q : ℝ)) =
        -((t p : ℂ) - t q) * Complex.I := by
      simp only [Pi.neg_apply, Complex.ofReal_neg]
      ring
    rw [e1, e2, Complex.ofReal_cos, Complex.ofReal_sub]
    linear_combination (-(T p q)) * Complex.two_cos ((t p : ℂ) - t q)
  linear_combination (norm := module) key
```

## (i) A uniform twist

Suppose $\cos(t_p-t_q)=\cos\theta$ whenever $T_{pq}\neq0$. Show that
$$UHU^{-1}+U^{-1}HU-2H=2(\cos\theta-1)\sum_{pq}T_{pq}c_pa_q .$$

In (h), terms with $T_{pq}=0$ vanish and all others share one factor. A nearest-neighbour ring of $M$ sites with one mode per site, $t_p=2\pi p/M$ and $\theta=2\pi/M$ qualifies, if on-site energies are put into $V_{pp}$ (as $n_p^2=n_p$) and not into $T_{pp}$.

Without the condition `hT` the formula can fail. Take $M=2$, $t=(0,\pi)$, $\theta=0$, $V=0$ and $T_{01}=T_{10}=1$ as the only non-zero amplitudes. By (h) the left side is $-4(c_0a_1+c_1a_0)$, which is non-zero for the matrices in (j), but the right side is $0$.

```lean
/-- If all non-zero hopping amplitudes join modes with `cos(t_p - t_q) = cos θ`, the
symmetric twist response is `2 (cos θ - 1)` times the hopping operator. -/
theorem uniform_twist_response (car : IsCAR c a) (t : Fin M → ℝ)
    (T V : Fin M → Fin M → ℂ) (θ : ℝ)
    (hT : ∀ p q, T p q ≠ 0 → Real.cos (t p - t q) = Real.cos θ) :
    (twistUnit car t : A) * hamiltonian c a T V * ((twistUnit car t)⁻¹ : Aˣ) +
      ((twistUnit car t)⁻¹ : Aˣ) * hamiltonian c a T V * (twistUnit car t : A) -
      (2 : ℂ) • hamiltonian c a T V =
    (2 * ((Real.cos θ : ℂ) - 1)) • hopping c a T := by
  rw [twist_second_difference]
  simp only [hopping, Finset.smul_sum, smul_smul]
  refine Finset.sum_congr rfl fun p _ => Finset.sum_congr rfl fun q _ => ?_
  congr 1
  by_cases h0 : T p q = 0
  · rw [h0]
    ring
  · rw [hT p q h0]
    ring
```

## (j) Two modes as matrices

Find $4\times4$ matrices that satisfy `IsCAR` for $M=2$.

Order the basis as $|0\rangle$, $c_0|0\rangle$, $c_1|0\rangle$, $c_0c_1|0\rangle$. Then $c_0$ sends the first state to the second and the third to the fourth. The operator $c_1$ sends the first to the third and the second to minus the fourth, because $c_1c_0=-c_0c_1$. All other images vanish, and the $a_p$ are the transposes. Multiplying the matrices out confirms the relations; Lean does this over the integers with `decide +kernel` and carries the result to $\mathbb C$.

```lean
/-- Integer matrices of the creation operators of two modes on the four-dimensional
Fock space. -/
def creationMatrix : Fin 2 → Matrix (Fin 4) (Fin 4) ℤ :=
  ![!![0, 0, 0, 0; 1, 0, 0, 0; 0, 0, 0, 0; 0, 0, 1, 0],
    !![0, 0, 0, 0; 0, 0, 0, 0; 1, 0, 0, 0; 0, -1, 0, 0]]

/-- The two creation operators as complex matrices. -/
def twoModeC (p : Fin 2) : Matrix (Fin 4) (Fin 4) ℂ :=
  (Int.castRingHom ℂ).mapMatrix (creationMatrix p)

/-- The two annihilation operators as complex matrices, the transposes of the creation
operators. -/
def twoModeA (p : Fin 2) : Matrix (Fin 4) (Fin 4) ℂ :=
  (Int.castRingHom ℂ).mapMatrix (creationMatrix p)ᵀ

/-- The two-mode matrices satisfy the canonical anticommutation relations. -/
theorem isCAR_witness : IsCAR twoModeC twoModeA := by
  -- the relations hold for the integer matrices by direct computation
  have hac : ∀ p q, (creationMatrix p)ᵀ * creationMatrix q +
      creationMatrix q * (creationMatrix p)ᵀ = if p = q then 1 else 0 := by decide +kernel
  have hcc : ∀ p q, creationMatrix p * creationMatrix q +
      creationMatrix q * creationMatrix p = 0 := by decide +kernel
  have haa : ∀ p q, (creationMatrix p)ᵀ * (creationMatrix q)ᵀ +
      (creationMatrix q)ᵀ * (creationMatrix p)ᵀ = 0 := by decide +kernel
  constructor <;> intro p q
  · unfold twoModeC twoModeA
    rw [← map_mul, ← map_mul, ← map_add, hac p q]
    split_ifs
    · exact map_one _
    · exact map_zero _
  · unfold twoModeC
    rw [← map_mul, ← map_mul, ← map_add, hcc p q, map_zero]
  · unfold twoModeA
    rw [← map_mul, ← map_mul, ← map_add, haa p q, map_zero]

end

end FermionTwist
```

```lean
#print axioms FermionTwist.uniform_twist_response
```

```
'FermionTwist.uniform_twist_response' depends on axioms: [propext, Classical.choice, Quot.sound]
```
